# Logarithmic growth of the staggered response per site on a half-filled ring of free fermions

Apply a weak potential of alternating sign, $+h,-h,+h,\dots$, to a half-filled ring of spinless fermions. It mixes each momentum $k$ with $k+\pi$, and near the Fermi points $\pm\pi/2$ these two states are almost degenerate. A larger ring has momenta closer to the Fermi points, so how fast does its response per site grow?

The ring has $2N$ sites, $N$ particles and nearest-neighbour hopping $t>0$, without interactions and at zero temperature. Its boundary condition is periodic for odd $N$ and antiperiodic for even $N$, so that no momentum lies exactly at a Fermi point.

## Momenta, pairs and energy

In Lean 4 with Mathlib:

```lean
import Mathlib

open scoped Real
open Real (sin log)
open Finset (range)
open Filter

namespace StaggeredResponseRing

noncomputable section

/-- The angles `(2m+1)π/(2N)`, for `N ≥ 1`. -/
def angle (N m : ℕ) : ℝ := (2 * m + 1) * π / (2 * N)
```

This defines $x_m=(2m+1)\pi/(2N)$. The index $m$ is a natural number (`ℕ`), and the value is real (`ℝ`).

```lean
/-- The occupied momenta of the half-filled ring of `2N` sites, `N ≥ 1`, for `m = 0, …, N-1`,
shifted so that none lies at a Fermi point. -/
def momentum (N m : ℕ) : ℝ := angle N m - π / 2
```

The occupied momenta are $k_m=x_m-\pi/2$, with $m=0,\dots,N-1$. They satisfy $e^{2iNk_m}=(-1)^{N+1}$: the ring is periodic for odd $N$ and antiperiodic for even $N$. This closed-shell choice keeps every momentum off the Fermi points.

```lean
/-- The tight-binding band `-2t cos k`. -/
def band (t k : ℝ) : ℝ := -2 * t * Real.cos k
```

The band is $\varepsilon(k)=-2t\cos k$.

```lean
/-- The nesting gap: the energy needed to move a particle from `k` to `k + π`. -/
def nestingGap (t k : ℝ) : ℝ := band t (k + π) - band t k
```

The nesting gap is $\Delta(k)=\varepsilon(k+\pi)-\varepsilon(k)$.

```lean
/-- The Hamiltonian of the pair `k`, `k + π`, coupled by a staggered potential `h`. -/
def block (t k h : ℝ) : Matrix (Fin 2) (Fin 2) ℝ :=
  !![band t k, h; h, band t (k + π)]
```

The semicolon separates the rows of a $2\times2$ matrix, with band energies on the diagonal and $h$ off it. The formalisation starts from this block; the Fourier transform that leads to it from the lattice is not part of the file.

```lean
/-- The lower level of the coupled pair `k`, `k + π`. -/
def lowerBand (t k h : ℝ) : ℝ := -√(band t k ^ 2 + h ^ 2)
```

The lower level is $E_k(h)=-\sqrt{\varepsilon(k)^2+h^2}$.

```lean
/-- The energy of `N` spinless fermions that fill the lower level of every pair, `N ≥ 1`. -/
def groundEnergy (N : ℕ) (t h : ℝ) : ℝ :=
  ∑ m ∈ range N, lowerBand t (momentum N m) h
```

`range N` is $\{0,\dots,N-1\}$, so the energy is $E(h)=\sum_{m=0}^{N-1}E_{k_m}(h)$. All lower levels lie at or below zero and all upper ones at or above it, so this filling is the ground state.

```lean
/-- The static staggered response per site, for `N ≥ 1` and `t > 0`: minus the second derivative of
the energy in the staggered potential, at zero potential, divided by `2N` sites. -/
def staggeredResponse (N : ℕ) (t : ℝ) : ℝ :=
  -deriv (deriv (groundEnergy N t)) 0 / (2 * N)
```

The response per site is $\chi_N=-E''(0)/(2N)$, with `deriv` applied twice.

## From the energy to the gaps

```lean
/-- The energies of a coupled pair are the lower level and its negative. -/
theorem block_eigenvalues (t k h x : ℝ) :
    (block t k h - x • (1 : Matrix (Fin 2) (Fin 2) ℝ)).det = 0 ↔
      x = lowerBand t k h ∨ x = -lowerBand t k h := by
  have hs : lowerBand t k h ^ 2 = band t k ^ 2 + h ^ 2 := by
    rw [lowerBand, neg_sq, Real.sq_sqrt (by positivity)]
  have hb : band t (k + π) = -band t k := by simp [band, Real.cos_add_pi]
  have hd : (block t k h - x • (1 : Matrix (Fin 2) (Fin 2) ℝ)).det
      = (x - lowerBand t k h) * (x + lowerBand t k h) := by
    rw [Matrix.det_fin_two]
    simp [block, hb]
    linear_combination hs
  rw [hd, mul_eq_zero, sub_eq_zero, add_eq_zero_iff_eq_neg]
```

Since $\varepsilon(k+\pi)=-\varepsilon(k)$, the determinant is
$$(\varepsilon-x)(-\varepsilon-x)-h^2=x^2-\varepsilon^2-h^2=(x-E_k)(x+E_k).$$
It vanishes exactly at $x=\pm E_k$. The step `hd` is this factorisation.

```lean
/-- At the ring momenta the band energy is `-2t sin((2m+1)π/(2N))` and the nesting gap is
`4t sin((2m+1)π/(2N))`. -/
theorem nesting_gap (t : ℝ) (N m : ℕ) :
    band t (momentum N m) = -(2 * t * sin (angle N m)) ∧
      nestingGap t (momentum N m) = 4 * t * sin (angle N m) := by
  have h : band t (momentum N m) = -(2 * t * sin (angle N m)) := by
    rw [band, momentum, Real.cos_sub_pi_div_two]
    ring
  have hb : band t (momentum N m + π) = -band t (momentum N m) := by
    simp [band, Real.cos_add_pi]
  refine ⟨h, ?_⟩
  rw [nestingGap, hb, h]
  ring
```

From $\cos(x-\pi/2)=\sin x$ we get $\varepsilon(k_m)=-2t\sin x_m$, and hence $\Delta(k_m)=-2\varepsilon(k_m)=4t\sin x_m$.

```lean
/-- For `m < N` the angles lie strictly between `0` and `π`. -/
theorem angle_mem {N m : ℕ} (hm : m < N) : 0 < angle N m ∧ angle N m < π := by
  have hN : (0 : ℝ) < N := by exact_mod_cast Nat.zero_lt_of_lt hm
  have h1 : (m : ℝ) + 1 ≤ N := by exact_mod_cast hm
  constructor
  · unfold angle
    positivity
  · rw [angle, div_lt_iff₀ (by positivity)]
    nlinarith [mul_pos Real.pi_pos (by linarith : (0 : ℝ) < 2 * N - 2 * m - 1)]
```

For $m<N$ we have $0<2m+1<2N$, so $0<x_m<\pi$ and $\sin x_m>0$.

```lean
/-- Where the band energy is nonzero, the lower level `E` has slope `h/E` in the staggered
potential. -/
theorem hasDerivAt_lowerBand (t k h : ℝ) (hk : band t k ≠ 0) :
    HasDerivAt (lowerBand t k) (h / lowerBand t k h) h := by
  have hpos : 0 < band t k ^ 2 + h ^ 2 := by positivity
  have h1 : HasDerivAt (fun y : ℝ => band t k ^ 2 + y ^ 2) (2 * h) h := by
    simpa using (hasDerivAt_pow 2 h).const_add (band t k ^ 2)
  refine (h1.sqrt hpos.ne').fun_neg.congr_deriv ?_
  rw [mul_div_mul_left _ _ two_ne_zero, lowerBand, div_neg]
```

`HasDerivAt f a h` says that $f$ has derivative $a$ at $h$. The chain rule gives $E_k'(h)=-h/\sqrt{\varepsilon^2+h^2}=h/E_k(h)$. If $\varepsilon=0$, the level is $-|h|$, with a kink at $h=0$.

```lean
/-- For `t > 0` the static staggered response per site is the mean inverse nesting gap. -/
theorem response_eq_mean_inverse_gap (N : ℕ) {t : ℝ} (ht : 0 < t) :
    staggeredResponse N t = (∑ m ∈ range N, 1 / nestingGap t (momentum N m)) / N := by
  have hb : ∀ m ∈ range N, band t (momentum N m) < 0 := by
    intro m hm
    obtain ⟨h0, h1⟩ := angle_mem (Finset.mem_range.1 hm)
    have := Real.sin_pos_of_pos_of_lt_pi h0 h1
    rw [(nesting_gap t N m).1]
    exact neg_neg_of_pos (by positivity)
  -- the slope of each level, differentiated once more at zero field
  have slope : ∀ k, band t k < 0 →
      HasDerivAt (fun h => h / lowerBand t k h) (1 / band t k) 0 := by
    intro k hk
    have hne := hk.ne
    have h0 : lowerBand t k 0 = band t k := by
      rw [lowerBand, show band t k ^ 2 + (0 : ℝ) ^ 2 = (-band t k) ^ 2 by ring,
        Real.sqrt_sq (by linarith), neg_neg]
    refine ((hasDerivAt_id' (0 : ℝ)).fun_div (hasDerivAt_lowerBand t k 0 hne)
      (by rw [h0]; exact hne)).congr_deriv ?_
    simp only [h0, zero_mul, sub_zero, one_mul]
    field_simp
  have h1 : deriv (groundEnergy N t) =
      fun h => ∑ m ∈ range N, h / lowerBand t (momentum N m) h := by
    funext h
    have h' : HasDerivAt (fun y => ∑ m ∈ range N, lowerBand t (momentum N m) y)
        (∑ m ∈ range N, h / lowerBand t (momentum N m) h) h :=
      HasDerivAt.fun_sum fun m hm => hasDerivAt_lowerBand t _ h (hb m hm).ne
    exact h'.deriv
  have h2 : HasDerivAt (fun h => ∑ m ∈ range N, h / lowerBand t (momentum N m) h)
      (∑ m ∈ range N, 1 / band t (momentum N m)) 0 :=
    HasDerivAt.fun_sum fun m hm => slope _ (hb m hm)
  have h3 : ∑ m ∈ range N, 1 / band t (momentum N m) =
      -2 * ∑ m ∈ range N, 1 / nestingGap t (momentum N m) := by
    rw [Finset.mul_sum]
    refine Finset.sum_congr rfl fun m _ => ?_
    rw [(nesting_gap t N m).1, (nesting_gap t N m).2]
    ring
  rw [staggeredResponse, h1, h2.deriv, h3]
  ring
```

Here $\varepsilon(k_m)<0$ (`hb`), so $E_{k_m}(0)=\varepsilon(k_m)$. The quotient rule (`slope`) gives
$$\left.\frac{d}{dh}\frac{h}{E_k(h)}\right|_{0}=\left.\frac{E_k-hE_k'}{E_k^2}\right|_{0}=\frac1{\varepsilon(k)}.$$
Summing (`h1`, `h2`) and using $\varepsilon=-\Delta/2$ (`h3`),
$$E''(0)=-2\sum_m\frac1{\Delta(k_m)},\qquad \chi_N=\frac1N\sum_{m=0}^{N-1}\frac1{\Delta(k_m)}.$$

## Bounding the sum

Write $O_N=\sum_{m=0}^{N-1}1/(2m+1)$.

```lean
/-- Twice the sum of the first `N` odd reciprocals is at least `ln(2N+1)`. -/
theorem log_le_odd_sum (N : ℕ) :
    log (2 * N + 1) ≤ 2 * ∑ m ∈ range N, 1 / (2 * (m : ℝ) + 1) := by
  induction N with
  | zero => simp
  | succ n ih =>
    have h := Real.log_le_sub_one_of_pos
      (show (0 : ℝ) < (2 * n + 3) / (2 * n + 1) by positivity)
    have e : (2 * (n : ℝ) + 3) / (2 * n + 1) - 1 = 2 * (1 / (2 * n + 1)) := by
      rw [div_sub_one (by positivity)]
      ring
    rw [e, Real.log_div (by positivity) (by positivity)] at h
    have c : 2 * ((n + 1 : ℕ) : ℝ) + 1 = 2 * n + 3 := by push_cast; ring
    rw [c, Finset.sum_range_succ]
    linarith
```

The claim is $\ln(2N+1)\le 2O_N$. At $N=0$ both sides vanish. Going from $n$ to $n+1$ adds $\ln\frac{2n+3}{2n+1}\le\frac{2n+3}{2n+1}-1=\frac2{2n+1}$ on the left, and $\frac2{2n+1}$ on the right.

```lean
/-- For `N ≥ 1`, twice the sum of the first `N` odd reciprocals is at most `2 + ln N`. -/
theorem odd_sum_le {N : ℕ} (hN : 0 < N) :
    2 * ∑ m ∈ range N, 1 / (2 * (m : ℝ) + 1) ≤ 2 + log N := by
  induction N, hN using Nat.le_induction with
  | base => simp
  | succ n hn ih =>
    have hp : (0 : ℝ) < n := by exact_mod_cast hn
    have h := Real.le_log_one_add_of_nonneg (show (0 : ℝ) ≤ 1 / n by positivity)
    have hy : (n : ℝ) * (1 / n) = 1 := mul_one_div_cancel hp.ne'
    have e : 2 * (1 / (n : ℝ)) / (1 / n + 2) = 2 / (2 * n + 1) := by
      rw [div_eq_div_iff (by positivity) (by positivity)]
      linear_combination 4 * hy
    have e' : (1 : ℝ) + 1 / n = (n + 1) / n := by rw [add_div, div_self hp.ne']
    rw [e, e', Real.log_div (by positivity) hp.ne'] at h
    have e2 : 2 * (1 / (2 * (n : ℝ) + 1)) = 2 / (2 * n + 1) := by ring
    rw [Finset.sum_range_succ, mul_add, e2]
    push_cast
    linarith
```

The claim is $2O_N\le2+\ln N$. At $N=1$ it reads $2\le2$. For the step, $\ln(1+u)\ge 2u/(u+2)$ with $u=1/n$ gives $\frac2{2n+1}\le\ln\frac{n+1}n$.

```lean
/-- For `0 < x < π`, the inverse sine is at most `(π/2)(1/x + 1/(π-x))`. -/
theorem inv_sin_le {x : ℝ} (h0 : 0 < x) (h1 : x < π) :
    1 / sin x ≤ π / 2 * (1 / x + 1 / (π - x)) := by
  -- Jordan's inequality, used at both ends of the interval
  have key : ∀ y : ℝ, 0 < y → y ≤ π / 2 → 1 / sin y ≤ π / 2 * (1 / y) := by
    intro y hy hy2
    calc 1 / sin y ≤ 1 / (2 / π * y) :=
          one_div_le_one_div_of_le (by positivity) (Real.mul_le_sin hy.le hy2)
      _ = π / 2 * (1 / y) := by rw [one_div, mul_inv, inv_div, one_div]
  have h2 : 0 < π - x := sub_pos.2 h1
  have p1 : 0 < π / 2 * (1 / x) := by positivity
  have p2 : 0 < π / 2 * (1 / (π - x)) := by positivity
  rw [mul_add]
  rcases le_total x (π / 2) with h | h
  · linarith [key x h0 h]
  · have h3 := key (π - x) h2 (by linarith)
    rw [Real.sin_pi_sub] at h3
    linarith
```

Jordan's inequality $\sin y\ge2y/\pi$ on $[0,\pi/2]$ gives $1/\sin y\le\pi/(2y)$ for $y>0$ (`key`). Take $y=x$ in the left half of the interval and $y=\pi-x$ in the right half; the other term is positive.

```lean
/-- For `N ≥ 1` and `t > 0`, the static staggered response per site of the half-filled ring of
`2N` sites lies between `ln(2N+1)/(4πt)` and `(2 + ln N)/(4t)`. -/
theorem response_bounds {N : ℕ} (hN : 0 < N) {t : ℝ} (ht : 0 < t) :
    log (2 * N + 1) / (4 * π * t) ≤ staggeredResponse N t ∧
      staggeredResponse N t ≤ (2 + log N) / (4 * t) := by
  have hp : (0 : ℝ) < N := by exact_mod_cast hN
  have hlow := log_le_odd_sum N
  have hupp := odd_sum_le hN
  have hinv : ∀ m : ℕ, 1 / angle N m = 2 * N / π * (1 / (2 * (m : ℝ) + 1)) := by
    intro m
    rw [angle]
    field_simp
  have hS : ∑ m ∈ range N, 1 / nestingGap t (momentum N m) =
      1 / (4 * t) * ∑ m ∈ range N, 1 / sin (angle N m) := by
    rw [Finset.mul_sum]
    refine Finset.sum_congr rfl fun m _ => ?_
    rw [(nesting_gap t N m).2]
    ring
  -- below: sin x ≤ x
  have hA : 2 * N / π * ∑ m ∈ range N, 1 / (2 * (m : ℝ) + 1) ≤
      ∑ m ∈ range N, 1 / sin (angle N m) := by
    rw [Finset.mul_sum]
    refine Finset.sum_le_sum fun m hm => ?_
    obtain ⟨h0, h1⟩ := angle_mem (Finset.mem_range.1 hm)
    rw [← hinv]
    exact one_div_le_one_div_of_le (Real.sin_pos_of_pos_of_lt_pi h0 h1) (Real.sin_le h0.le)
  -- above: the bound on the inverse sine, with its second term summed in reverse order
  have hB : ∑ m ∈ range N, 1 / sin (angle N m) ≤
      N * (2 * ∑ m ∈ range N, 1 / (2 * (m : ℝ) + 1)) := by
    have hr := Finset.sum_range_reflect (fun m : ℕ => 1 / (2 * (m : ℝ) + 1)) N
    rw [two_mul]
    nth_rewrite 2 [← hr]
    rw [← Finset.sum_add_distrib, Finset.mul_sum]
    refine Finset.sum_le_sum fun m hm => ?_
    have hm' := Finset.mem_range.1 hm
    obtain ⟨h0, h1⟩ := angle_mem hm'
    have hpi : π - angle N m = angle N (N - 1 - m) := by
      have h2 : 2 * (N : ℝ) ≠ 0 := mul_ne_zero two_ne_zero hp.ne'
      have c : ((N - 1 - m : ℕ) : ℝ) = N - 1 - m := by
        rw [Nat.cast_sub (by omega), Nat.cast_sub (by omega), Nat.cast_one]
      simp only [angle, c]
      rw [eq_div_iff h2, sub_mul, div_mul_cancel₀ _ h2]
      ring
    refine (inv_sin_le h0 h1).trans_eq ?_
    rw [hpi, hinv, hinv, ← mul_add, ← mul_assoc]
    congr 1
    field_simp
  rw [response_eq_mean_inverse_gap N ht, hS]
  generalize ∑ m ∈ range N, 1 / sin (angle N m) = S at *
  generalize ∑ m ∈ range N, 1 / (2 * (m : ℝ) + 1) = O at *
  constructor
  · calc log (2 * N + 1) / (4 * π * t) ≤ 2 * O / (4 * π * t) := by gcongr
      _ = 1 / (4 * t) * (2 * N / π * O) / N := by field_simp
      _ ≤ 1 / (4 * t) * S / N := by gcongr
  · calc 1 / (4 * t) * S / N ≤ 1 / (4 * t) * (N * (2 * O)) / N := by gcongr
      _ = 2 * O / (4 * t) := by field_simp
      _ ≤ (2 + log N) / (4 * t) := by gcongr
```

Let $S=\sum_m1/\sin x_m$, so $\chi_N=S/(4tN)$. Note that $1/x_m=\frac{2N}\pi\frac1{2m+1}$ (`hinv`).

Below (`hA`), $\sin x\le x$ gives $S\ge\frac{2N}\pi O_N$, so
$$\chi_N\ge\frac{2O_N}{4\pi t}\ge\frac{\ln(2N+1)}{4\pi t}.$$

Above (`hB`), $\pi-x_m=x_{N-1-m}$, so both terms of the inverse-sine bound have the same sum. Thus $S\le\frac\pi2\cdot\frac{2N}\pi\cdot2O_N=2NO_N$, and
$$\chi_N\le\frac{2O_N}{4t}\le\frac{2+\ln N}{4t}.$$

The growth is therefore logarithmic, with its coefficient fixed only to within a factor of $\pi$.

```lean
/-- For `t > 0` the static staggered response per site grows without bound with ring size. -/
theorem response_diverges {t : ℝ} (ht : 0 < t) :
    Tendsto (fun N : ℕ => staggeredResponse N t) atTop atTop := by
  have h : Tendsto (fun N : ℕ => 2 * (N : ℝ) + 1) atTop atTop :=
    tendsto_atTop_mono (fun N => by linarith [(Nat.cast_nonneg N : (0 : ℝ) ≤ N)])
      tendsto_natCast_atTop_atTop
  have hl : Tendsto (fun N : ℕ => log (2 * N + 1) / (4 * π * t)) atTop atTop :=
    (Real.tendsto_log_atTop.comp h).atTop_div_const (by positivity)
  refine tendsto_atTop_mono' atTop ?_ hl
  filter_upwards [eventually_gt_atTop 0] with N hN
  exact (response_bounds hN ht).1

end

end StaggeredResponseRing
```

`Tendsto … atTop atTop` means $\chi_N\to\infty$ as $N\to\infty$. The lower bound tends to infinity and carries $\chi_N$ with it.

In the random-phase approximation, $\chi_N$ is the bare response at wave vector $\pi$: for this one-dimensional ring, a denominator $1-g\chi_N$ with fixed $g>0$, however small, stops being positive once the ring is large enough. This is a property of the approximation and does not show that the interacting ring orders.

```lean
#print axioms StaggeredResponseRing.block_eigenvalues
#print axioms StaggeredResponseRing.response_bounds
#print axioms StaggeredResponseRing.response_diverges
```

```
'StaggeredResponseRing.block_eigenvalues' depends on axioms: [propext, Classical.choice, Quot.sound]
'StaggeredResponseRing.response_bounds' depends on axioms: [propext, Classical.choice, Quot.sound]
'StaggeredResponseRing.response_diverges' depends on axioms: [propext, Classical.choice, Quot.sound]
```
